# A bound on the nonlocal sum of fourth powers of a propagator that decays fast enough with distance

The theorem `nonlocalQuartic_le` concerns a complex function `g` on the sites of a set `V`, the propagator from a fixed site `i`, and a natural-number distance `r` that vanishes only at `i`. It assumes that at most z^d sites lie at each distance d ≥ 1, that |g_j| ≤ C q^d z^(-d/2) at a site j at such a distance, and that q⁴ < z. It concludes that the sum of |g_j|⁴ over all sites j ≠ i converges and is at most C⁴q⁴/(z − q⁴). No Hamiltonian enters: `g` is any function obeying the bound. The proof takes a finite set of sites other than `i`, sorts it into shells of equal distance, bounds each shell by C⁴(q⁴/z)^d and compares the total with a geometric series.

This version doesn't compile in Lean 4 with Mathlib:

```lean
import Mathlib

open Finset

namespace NonlocalQuarticLe

noncomputable section

variable {V : Type*} {r : V → ℕ} {i : V} {C q z : ℝ} {g h : V → ℂ}

/-- The function `r` vanishes only at the site `i`, and at most `z ^ d` sites lie at each
distance `r = d ≥ 1`. -/
structure ShellBound (r : V → ℕ) (i : V) (z : ℝ) : Prop where
  origin : ∀ j, r j = 0 ↔ j = i
  card : ∀ d, 1 ≤ d → ∀ t : Finset V, (∀ j ∈ t, r j = d) → (t.card : ℝ) ≤ z ^ d

/-- Away from the site `i` the propagator `g` is bounded by `C q^d z^(-d/2)` at distance `d`,
for `z > 0`. -/
def Decays (r : V → ℕ) (i : V) (C q z : ℝ) (g : V → ℂ) : Prop :=
  ∀ j, j ≠ i → ‖g j‖ ≤ C * q ^ r j / √z ^ r j

/-- The sum of the fourth powers of the propagator's modulus over all sites other than `i`. -/
def nonlocalQuartic (i : V) (g : V → ℂ) : ℝ :=
  ∑' j : ({i}ᶜ : Set V), ‖g j‖ ^ 4

/-- For `z > 0`, `z ^ d` sites with propagator `C q^d z^(-d/2)` contribute
`C^4 (q^4/z)^d` to the sum of fourth powers. -/
theorem shell_weight (C q : ℝ) (hz : 0 < z) (d : ℕ) :
    z ^ d * (C * q ^ d / √z ^ d) ^ 4 = C ^ 4 * (q ^ 4 / z) ^ d := by
  have h4 : (√z ^ d) ^ 4 = z ^ d * z ^ d := by
    calc (√z ^ d) ^ 4 = (√z ^ 2) ^ d * (√z ^ 2) ^ d := by ring
      _ = z ^ d * z ^ d := by rw [Real.sq_sqrt hz.le]
  have hd : z ^ d ≠ 0 := pow_ne_zero _ hz.ne'
  rw [div_pow, h4, div_pow, ← mul_div_assoc, mul_div_mul_left _ _ hd]
  ring

/-- For `q^4 < z` the shell weights at distances `1, 2, 3, ...` sum to
`C^4 q^4 / (z - q^4)`. -/
theorem shell_series (C : ℝ) (hq : q ^ 4 < z) :
    HasSum (fun k : ℕ => C ^ 4 * (q ^ 4 / z) ^ (k + 1)) (C ^ 4 * q ^ 4 / (z - q ^ 4)) := by
  have hq0 : 0 ≤ q ^ 4 := by positivity
  have hz : 0 < z := lt_of_le_of_lt hq0 hq
  have hne : z - q ^ 4 ≠ 0 := (sub_pos.mpr hq).ne'
  have hs := (hasSum_geometric_of_lt_one (div_nonneg hq0 hz.le)
    ((div_lt_one hz).mpr hq)).mul_left (C ^ 4 * (q ^ 4 / z))
  have hx : 1 - q ^ 4 / z = (z - q ^ 4) / z := by
    rw [sub_div, div_self hz.ne']
  have hf : (fun k : ℕ => C ^ 4 * (q ^ 4 / z) ^ (k + 1))
      = fun k : ℕ => C ^ 4 * (q ^ 4 / z) * (q ^ 4 / z) ^ k := by
    funext k
    ring
  have hv : C ^ 4 * q ^ 4 / (z - q ^ 4)
      = C ^ 4 * (q ^ 4 / z) * (1 - q ^ 4 / z)⁻¹ := by
    rw [hx, inv_div]
    field_simp
  rw [hf, hv]
  exact hs

/-- If at most `z^d` sites lie at distance `d ≥ 1`, the propagator is bounded by
`C q^d z^(-d/2)` and `q^4 < z`, then the nonlocal sum of fourth powers converges and is at most
`C^4 q^4 / (z - q^4)`. -/
theorem nonlocalQuartic_le (hr : ShellBound r i z) (hg : Decays r i C q z g)
    (hq : q ^ 4 < z) :
    Summable (fun j : ({i}ᶜ : Set V) => ‖g j‖ ^ 4) ∧
      nonlocalQuartic i g ≤ C ^ 4 * q ^ 4 / (z - q ^ 4) := by
  have hq0 : 0 ≤ q ^ 4 := by positivity
  have hz : 0 < z := lt_of_le_of_lt hq0 hq
  have hpos : ∀ j : ({i}ᶜ : Set V), r j ≠ 0 := fun j hj => j.2 ((hr.origin j).1 hj)
  have key : ∀ s : Finset ({i}ᶜ : Set V),
      ∑ j ∈ s, ‖g j‖ ^ 4 ≤ C ^ 4 * q ^ 4 / (z - q ^ 4) := by
    intro s
    -- the part of `s` in a single shell
    have hk : ∀ k : ℕ, ∑ j ∈ s.filter (fun j => r j - 1 = k), ‖g j‖ ^ 4
        ≤ C ^ 4 * (q ^ 4 / z) ^ (k + 1) := by
      intro k
      have hmem : ∀ j ∈ s.filter (fun j => r j - 1 = k), r j = k + 1 := by
        intro j hj
        have h1 := (Finset.mem_filter.mp hj).2
        have h2 := hpos j
        omega
      have hcard := hr.card (k + 1) (by omega)
        ((s.filter (fun j => r j - 1 = k)).map (Function.Embedding.subtype _)) (by
          intro j hj
          obtain ⟨a, ha, rfl⟩ := Finset.mem_map.mp hj
          exact hmem a ha)
      rw [Finset.card_map] at hcard
      have hsum := Finset.sum_le_card_nsmul (s.filter (fun j => r j - 1 = k))
        (fun j => ‖g j‖ ^ 4) ((C * q ^ (k + 1) / √z ^ (k + 1)) ^ 4) (by
          intro j hj
          have hb := hg j j.2
          rw [hmem j hj] at hb
          exact pow_le_pow_left₀ (norm_nonneg _) hb 4)
      rw [nsmul_eq_mul] at hsum
      rw [← shell_weight C q hz]
      exact hsum.trans (mul_le_mul_of_nonneg_right hcard (by positivity))
    -- sort the sites by distance and compare with the geometric series
    have hmap : ∀ j ∈ s, r j - 1 ∈ Finset.range (s.sup (fun j => r j) + 1) := by
      intro j hj
      have hle : r j ≤ s.sup (fun j => r j) :=
        Finset.le_sup (f := fun j : ({i}ᶜ : Set V) => r j) hj
      exact Finset.mem_range.mpr (by omega)
    rw [← Finset.sum_fiberwise_of_maps_to hmap]
    exact (Finset.sum_le_sum fun k _ => hk k).trans
      (sum_le_hasSum _ (fun k _ => by positivity) (shell_series C hq))
  have hs : Summable (fun j : ({i}ᶜ : Set V) => ‖g j‖ ^ 4) :=
    summable_of_sum_le (fun j => by positivity) key
  exact ⟨hs, hs.tsum_le_of_sum_le key⟩

end

end NonlocalQuarticLe
```

The error:

```
Main.lean:73:29: error: Application type mismatch: The argument
  s
has type
  Finset ↑{i}ᶜ
but is expected to have type
  Finset V
in the application
  {j ∈ s | r j - 1 = k}
Main.lean:76:24: error: Application type mismatch: The argument
  s
has type
  Finset ↑{i}ᶜ
but is expected to have type
  Finset V
in the application
  {j ∈ s | r j - 1 = k}
Main.lean:79:24: error: Application type mismatch: The argument
  j
has type
  V
but is expected to have type
  ↑{i}ᶜ
in the application
  hpos j
Main.lean:82:10: error: Application type mismatch: The argument
  s
has type
  Finset ↑{i}ᶜ
but is expected to have type
  Finset V
in the application
  {j ∈ s | r j - 1 = k}
Main.lean:87:45: error: Application type mismatch: The argument
  s
has type
  Finset ↑{i}ᶜ
but is expected to have type
  Finset V
in the application
  {j ∈ s | r j - 1 = k}
Main.lean:90:26: error: Invalid projection: Projection operates on types of the form `C ...` where C is a constant. The expression
  j
has type `V` which does not have the necessary form.
```

After these edits no error is left:

```diff
@@ -71,8 +71,9 @@
     intro s
     -- the part of `s` in a single shell
-    have hk : ∀ k : ℕ, ∑ j ∈ s.filter (fun j => r j - 1 = k), ‖g j‖ ^ 4
+    have hk : ∀ k : ℕ, ∑ j ∈ s.filter (fun j : ({i}ᶜ : Set V) => r j - 1 = k), ‖g j‖ ^ 4
         ≤ C ^ 4 * (q ^ 4 / z) ^ (k + 1) := by
       intro k
-      have hmem : ∀ j ∈ s.filter (fun j => r j - 1 = k), r j = k + 1 := by
+      have hmem : ∀ j : ({i}ᶜ : Set V),
+          j ∈ s.filter (fun j : ({i}ᶜ : Set V) => r j - 1 = k) → r j = k + 1 := by
         intro j hj
         have h1 := (Finset.mem_filter.mp hj).2
@@ -80,11 +81,13 @@
         omega
       have hcard := hr.card (k + 1) (by omega)
-        ((s.filter (fun j => r j - 1 = k)).map (Function.Embedding.subtype _)) (by
+        ((s.filter (fun j : ({i}ᶜ : Set V) => r j - 1 = k)).map
+          (Function.Embedding.subtype _)) (by
           intro j hj
           obtain ⟨a, ha, rfl⟩ := Finset.mem_map.mp hj
           exact hmem a ha)
       rw [Finset.card_map] at hcard
-      have hsum := Finset.sum_le_card_nsmul (s.filter (fun j => r j - 1 = k))
-        (fun j => ‖g j‖ ^ 4) ((C * q ^ (k + 1) / √z ^ (k + 1)) ^ 4) (by
+      have hsum := Finset.sum_le_card_nsmul
+        (s.filter (fun j : ({i}ᶜ : Set V) => r j - 1 = k))
+        (fun j : ({i}ᶜ : Set V) => ‖g j‖ ^ 4) ((C * q ^ (k + 1) / √z ^ (k + 1)) ^ 4) (by
           intro j hj
           have hb := hg j j.2
```

The finite set `s` consists of elements of the subtype `({i}ᶜ : Set V)`, but the predicate in `s.filter (fun j => r j - 1 = k)` doesn't give the type of `j`. `Finset.filter` takes its predicate before its set, so Lean reads `r j` first and, since `r` is a function on `V`, settles on `j : V`. It then expects a `Finset V` and rejects `s`; this is the mismatch reported four times.

The other two errors follow from it. In the proofs of `hmem` and `hsum`, `j` has become a bare element of `V`, so `hpos j` doesn't typecheck and `j.2`, the proof that `j` differs from `i`, doesn't exist.

The repair writes `fun j : ({i}ᶜ : Set V) => r j - 1 = k` in each filter. The predicate now has the type that `s` requires, and Lean coerces `j` to `V` inside `r j`. The annotations on the quantifier in `hmem` and on the function `‖g j‖ ^ 4` only spell out the type that the corrected filters already supply, and the new line breaks are tidying.
